# Schwarz screening fails for the kernel |x − y| on the line

For real densities f and g on the line, let

(f,g) = ∫ ∫ f(x) |x − y| g(y) dy dx.

This is the one-dimensional form of a two-electron integral with the kernel r₁₂, the distance between the electrons. Let B_a be the box density, equal to 1 on [a, a+1] and 0 elsewhere. Each box has total charge 1, and lengths are measured in box widths. The displacement R is the position of the left edge of B_R relative to that of B_0, negative when B_R lies to the left; it is not the gap between the boxes. The round brackets are only notation: (f,g) is not an inner product.

Screening skips an integral when a cheap estimate of it is small. If the estimate is an upper bound on |(f,g)|, no skipped integral can be large. The Schwarz estimate √((f,f)(g,g)), which is cheap once the self-couplings are stored, is such a bound for the Coulomb kernel 1/r₁₂. For the kernel |x − y| it is not a bound, and two boxes show this.

## Two boxes that exceed the Schwarz estimate

For every R ≥ 1,

(B_0,B_0) = (B_R,B_R) = 1/3,

(B_0,B_R) = R,

(B_0 − B_R, B_0 − B_R) = 2/3 − 2R < 0.

The Schwarz estimate is therefore 1/3 at every such R, while the integral is R. Since both charges are 1, these numbers are mean distances: 1/3 between two random points of the same box, and R between random points of two boxes that don't overlap.

The failure doesn't require separated boxes. For every R ≠ 0, overlapping boxes included,

(B_0,B_0)(B_R,B_R) < (B_0,B_R)²,

and the difference density has negative self-coupling. Nor does a constant prefactor help: for every real C there is an R ≥ 1 with

C √((B_0,B_0)(B_R,B_R)) < |(B_0,B_R)|.

## Integrals lost in a screening loop

A Coulomb code can compute Q_ij = √((ij|ij)) once for each pair of basis functions and skip the integral (ij|kl) when Q_ij Q_kl falls below a threshold τ. This is safe because the Coulomb self-coupling of a real density is never negative, and the Schwarz inequality follows from that. Explicitly correlated methods with a linear r₁₂ factor also need integrals over r₁₂; in the one-dimensional form of that kernel, the same skip rule can discard values far above the threshold, as two boxes show.

Take τ = 10⁻¹⁰ and the densities cB_0 and cB_100 with c² = 2 × 10⁻¹⁰. The estimate is c²/3 ≈ 0.67 × 10⁻¹⁰, so the loop skips the integral. Its value is 100c² = 2 × 10⁻⁸, which is 200 times the threshold.

## From two antiderivatives to the box law

Two derivatives are needed, valid for every real u:

d/du (u|u|) = 2|u|,

d/du |u|³ = 3u|u|.

Away from zero the first is the derivative of ±u². At zero the difference quotient of u|u| is |u|, which tends to 0. The second follows from the product rule applied to |u|³ = (u|u|)u.

The potential of a box is V_a(x) = ∫ |x − y| B_a(y) dy. By the first derivative, −(x − y)|x − y|/2 is an antiderivative of |x − y| in the variable y. Taking it between a and a+1 gives

V_a(x) = [(x − a)|x − a| − (x − a − 1)|x − a − 1|]/2.

By the second derivative, (|x − b|³ − |x − b − 1|³)/6 is an antiderivative of V_b(x) in x. Put t = b − a. Its value at x = a+1 is (|t − 1|³ − |t|³)/6, and its value at x = a is (|t|³ − |t + 1|³)/6. The difference is the coupling of the two boxes:

(B_a,B_b) = L(t) = (|t + 1|³ + |t − 1|³ − 2|t|³)/6.

This function is even, and L(0) = 2/6 = 1/3. For t ≥ 1,

L(t) = [(t + 1)³ + (t − 1)³ − 2t³]/6 = 6t/6 = t.

For 0 < t ≤ 1,

L(t) = [(1 + t)³ + (1 − t)³ − 2t³]/6 = 1/3 + t²(3 − t)/3.

So L(t) > 1/3 for every t > 0, and by evenness for every t ≠ 0. Squaring gives L(R)² > 1/9, which is the failure of the Schwarz inequality.

All the integrands are continuous functions times boxes, so the integrals may be split. Hence

(B_0 − B_R, B_0 − B_R) = 1/3 − L(R) − L(−R) + 1/3 = 2/3 − 2L(R) < 0.

For R ≥ 1 this equals 2/3 − 2R. Finally, given C, choose R = |C| + 1. The scaled estimate is C/3, which is less than R.

## The Lean file

```lean
import Mathlib

open MeasureTheory

noncomputable section

namespace LinearKernelScreening

/-- The coupling `(f,g)` of two densities on the line through the kernel `|x - y|`. -/
def coupling (f g : ℝ → ℝ) : ℝ := ∫ x, ∫ y, f x * |x - y| * g y

/-- The box density: the indicator function of the interval `[a, a+1]`. -/
def box (a x : ℝ) : ℝ := (Set.Icc a (a + 1)).indicator (fun _ => (1 : ℝ)) x

/-- Closed expression for the potential at `x`, through the kernel `|x - y|`, of the box that starts
at `a`. -/
def potential (a x : ℝ) : ℝ := ((x - a) * |x - a| - (x - a - 1) * |x - a - 1|) / 2

/-- Closed expression for the coupling of two boxes displaced by `t`. -/
def boxLaw (t : ℝ) : ℝ := (|t + 1| ^ 3 + |t - 1| ^ 3 - 2 * |t| ^ 3) / 6

/-- The functions `u|u|` and `|u|³` are differentiable everywhere, with derivatives
`2|u|` and `3u|u|`. -/
theorem hasDerivAt_abs_powers (u : ℝ) :
    HasDerivAt (fun v : ℝ => v * |v|) (2 * |u|) u ∧
      HasDerivAt (fun v : ℝ => |v| ^ 3) (3 * (u * |u|)) u := by
  have h1 : HasDerivAt (fun v : ℝ => v * |v|) (2 * |u|) u := by
    rcases lt_trichotomy u 0 with h | h | h
    · exact ((hasDerivAt_id' u).fun_mul (hasDerivAt_abs_neg h)).congr_deriv
        (by rw [abs_of_neg h]; ring)
    · -- at the kink, `v|v|` is small compared with `v`
      subst h
      rw [hasDerivAt_iff_isLittleO_nhds_zero, Asymptotics.isLittleO_iff]
      intro ε hε
      filter_upwards [Metric.ball_mem_nhds (0 : ℝ) hε] with v hv
      have hv' : |v| < ε := by simpa [Real.dist_eq] using hv
      simp only [zero_add, abs_zero, mul_zero, smul_zero, sub_zero, norm_mul,
        Real.norm_eq_abs, abs_abs]
      exact mul_le_mul_of_nonneg_right hv'.le (abs_nonneg v)
    · exact ((hasDerivAt_id' u).fun_mul (hasDerivAt_abs_pos h)).congr_deriv
        (by rw [abs_of_pos h]; ring)
  refine ⟨h1, ?_⟩
  have e : (fun v : ℝ => |v| ^ 3) = fun v => v * |v| * v := by
    funext v
    rw [pow_succ, sq_abs]
    ring
  rw [e]
  exact (h1.fun_mul (hasDerivAt_id' u)).congr_deriv (by ring)

/-- A continuous function times a box density is integrable, and its integral is the
integral of the function over the box. -/
theorem integral_mul_box {h : ℝ → ℝ} (hc : Continuous h) (a : ℝ) :
    Integrable (fun y => h y * box a y) ∧
      ∫ y, h y * box a y = ∫ y in a..(a + 1), h y := by
  have e : (fun y => h y * box a y) = (Set.Icc a (a + 1)).indicator h := by
    funext y
    by_cases hy : y ∈ Set.Icc a (a + 1)
    · simp only [box, Set.indicator_of_mem hy, mul_one]
    · simp only [box, Set.indicator_of_notMem hy, mul_zero]
  rw [e]
  refine ⟨hc.continuousOn.integrableOn_Icc.integrable_indicator measurableSet_Icc, ?_⟩
  rw [integral_indicator measurableSet_Icc, integral_Icc_eq_integral_Ioc,
    intervalIntegral.integral_of_le (by linarith)]

/-- The kernel `|x - y|` integrated over a box density gives the closed potential. -/
theorem integral_kernel_box (a x : ℝ) : ∫ y, |x - y| * box a y = potential a x := by
  have hc : Continuous (fun y : ℝ => |x - y|) := by fun_prop
  have hd : ∀ y : ℝ, HasDerivAt (fun y => (-1 / 2) * ((x - y) * |x - y|)) |x - y| y := by
    intro y
    have h := (hasDerivAt_abs_powers (x - y)).1.comp y ((hasDerivAt_id' y).const_sub x)
    exact (h.const_mul (-1 / 2)).congr_deriv (by ring)
  rw [(integral_mul_box hc a).2, intervalIntegral.integral_eq_sub_of_hasDerivAt
    (fun y _ => hd y) (hc.intervalIntegrable _ _), potential, ← sub_sub]
  ring

/-- The potential of the box at `b`, integrated over the box at `a`, depends only on the
displacement and is given by the box law. -/
theorem integral_potential_box (a b : ℝ) :
    Integrable (fun x => potential b x * box a x) ∧
      ∫ x, potential b x * box a x = boxLaw (b - a) := by
  have hc : Continuous (fun x => potential b x) := by
    simp only [potential]
    fun_prop
  have hd : ∀ x : ℝ,
      HasDerivAt (fun x => (|x - b| ^ 3 - |x - b - 1| ^ 3) / 6) (potential b x) x := by
    intro x
    have h1 := (hasDerivAt_abs_powers (x - b)).2.comp x ((hasDerivAt_id' x).sub_const b)
    have h2 := (hasDerivAt_abs_powers (x - b - 1)).2.comp x
      (((hasDerivAt_id' x).sub_const b).sub_const 1)
    exact ((h1.fun_sub h2).div_const 6).congr_deriv (by unfold potential; ring)
  refine ⟨(integral_mul_box hc a).1, ?_⟩
  rw [(integral_mul_box hc a).2, intervalIntegral.integral_eq_sub_of_hasDerivAt
    (fun x _ => hd x) (hc.intervalIntegrable _ _), boxLaw]
  have e1 : |a + 1 - b| = |b - a - 1| := by rw [← abs_neg]; congr 1; ring
  have e2 : |a + 1 - b - 1| = |b - a| := by rw [← abs_neg]; congr 1; ring
  have e3 : |a - b - 1| = |b - a + 1| := by rw [← abs_neg]; congr 1; ring
  rw [e1, e2, e3, abs_sub_comm a b]
  ring

/-- The box law does not depend on the direction of the displacement. -/
theorem boxLaw_neg (t : ℝ) : boxLaw (-t) = boxLaw t := by
  have e1 : |-t + 1| = |t - 1| := by rw [← abs_neg]; congr 1; ring
  have e2 : |-t - 1| = |t + 1| := by rw [← abs_neg]; congr 1; ring
  rw [boxLaw, boxLaw, e1, e2, abs_neg]
  ring

/-- The coupling of two arbitrary linear combinations of two boxes. -/
theorem coupling_combination (a b c d c' d' : ℝ) :
    coupling (fun x => c * box a x + d * box b x) (fun x => c' * box a x + d' * box b x) =
      (c * c' + d * d') / 3 + (c * d' + d * c') * boxLaw (b - a) := by
  have hk : ∀ x : ℝ, Continuous (fun y : ℝ => |x - y|) := fun x => by fun_prop
  have hP : Continuous (fun x => c' * potential a x + d' * potential b x) := by
    simp only [potential]
    fun_prop
  -- the inner integral produces the potential of the second density
  have hin : ∀ x, ∫ y, (c * box a x + d * box b x) * |x - y| *
      (c' * box a y + d' * box b y) =
      c * ((c' * potential a x + d' * potential b x) * box a x) +
        d * ((c' * potential a x + d' * potential b x) * box b x) := by
    intro x
    calc _ = ∫ y, ((c * box a x + d * box b x) * c') * (|x - y| * box a y) +
          ((c * box a x + d * box b x) * d') * (|x - y| * box b y) := by
          congr 1; funext y; ring
      _ = _ := by
          rw [integral_add ((integral_mul_box (hk x) a).1.const_mul _)
            ((integral_mul_box (hk x) b).1.const_mul _), integral_const_mul,
            integral_const_mul, integral_kernel_box, integral_kernel_box]
          ring
  -- the outer integral of that potential over a single box
  have hout : ∀ e, ∫ x, (c' * potential a x + d' * potential b x) * box e x =
      c' * boxLaw (a - e) + d' * boxLaw (b - e) := by
    intro e
    calc _ = ∫ x, c' * (potential a x * box e x) + d' * (potential b x * box e x) := by
          congr 1; funext x; ring
      _ = _ := by
          rw [integral_add ((integral_potential_box e a).1.const_mul _)
            ((integral_potential_box e b).1.const_mul _), integral_const_mul,
            integral_const_mul, (integral_potential_box e a).2,
            (integral_potential_box e b).2]
  have h0 : boxLaw 0 = 1 / 3 := by norm_num [boxLaw]
  simp only [coupling, hin]
  rw [integral_add ((integral_mul_box hP a).1.const_mul _)
    ((integral_mul_box hP b).1.const_mul _), integral_const_mul, integral_const_mul,
    hout, hout, sub_self, sub_self, h0, ← neg_sub b a, boxLaw_neg]
  ring

/-- Two boxes displaced by any `R ≠ 0` violate the Schwarz inequality for the kernel
`|x - y|`, and their difference has a negative self-coupling. -/
theorem schwarz_fails_of_displaced {R : ℝ} (hR : R ≠ 0) :
    coupling (box 0) (box 0) * coupling (box R) (box R) < coupling (box 0) (box R) ^ 2 ∧
      coupling (box 0 - box R) (box 0 - box R) < 0 := by
  have key : ∀ s : ℝ, 0 < s → 1 / 3 < boxLaw s := by
    intro s hs
    rw [boxLaw, abs_of_pos hs, abs_of_pos (by linarith : 0 < s + 1)]
    rcases le_total 1 s with h | h
    · rw [abs_of_nonneg (by linarith : 0 ≤ s - 1)]
      ring_nf
      linarith
    · rw [abs_of_nonpos (by linarith : s - 1 ≤ 0)]
      have : 0 < s ^ 2 * (3 - s) := mul_pos (by positivity) (by linarith)
      linarith
  have hlaw : 1 / 3 < boxLaw R := by
    rcases lt_or_gt_of_ne hR with h | h
    · rw [← boxLaw_neg]
      exact key _ (by linarith)
    · exact key R h
  have hff : coupling (box 0) (box 0) = 1 / 3 := by
    simpa using coupling_combination 0 R 1 0 1 0
  have hgg : coupling (box R) (box R) = 1 / 3 := by
    simpa using coupling_combination 0 R 0 1 0 1
  have hfg : coupling (box 0) (box R) = boxLaw R := by
    simpa using coupling_combination 0 R 1 0 0 1
  have e : box 0 - box R = fun x => 1 * box 0 x + (-1) * box R x := by
    funext x
    simp only [Pi.sub_apply]
    ring
  refine ⟨?_, ?_⟩
  · rw [hff, hgg, hfg]
    nlinarith
  · rw [e, coupling_combination, sub_zero]
    linarith

/-- For `R ≥ 1` the boxes on `[0,1]` and `[R,R+1]` have self-couplings `1/3` and mutual
coupling `R`; the Schwarz inequality fails, and the difference has self-coupling
`2/3 - 2R < 0`. -/
theorem schwarz_counterexample {R : ℝ} (hR : 1 ≤ R) :
    coupling (box 0) (box 0) = 1 / 3 ∧ coupling (box R) (box R) = 1 / 3 ∧
      coupling (box 0) (box R) = R ∧
      coupling (box 0) (box 0) * coupling (box R) (box R) < coupling (box 0) (box R) ^ 2 ∧
      coupling (box 0 - box R) (box 0 - box R) = 2 / 3 - 2 * R ∧ 2 / 3 - 2 * R < 0 := by
  have hlaw : boxLaw R = R := by
    rw [boxLaw, abs_of_nonneg (by linarith : 0 ≤ R + 1),
      abs_of_nonneg (by linarith : 0 ≤ R - 1), abs_of_nonneg (by linarith : 0 ≤ R)]
    ring
  have e : box 0 - box R = fun x => 1 * box 0 x + (-1) * box R x := by
    funext x
    simp only [Pi.sub_apply]
    ring
  refine ⟨by simpa using coupling_combination 0 R 1 0 1 0,
    by simpa using coupling_combination 0 R 0 1 0 1,
    by simpa [hlaw] using coupling_combination 0 R 1 0 0 1,
    (schwarz_fails_of_displaced (by linarith : R ≠ 0)).1, ?_, by linarith⟩
  rw [e, coupling_combination, sub_zero, hlaw]
  ring

/-- No constant prefactor `C` turns the Schwarz estimate into an upper bound for the kernel
`|x - y|`: some pair of boxes exceeds it. -/
theorem no_prefactor_repairs_schwarz (C : ℝ) :
    ∃ R : ℝ, 1 ≤ R ∧
      C * √(coupling (box 0) (box 0) * coupling (box R) (box R)) <
        |coupling (box 0) (box R)| := by
  have hR : 1 ≤ |C| + 1 := by linarith [abs_nonneg C]
  obtain ⟨hff, hgg, hfg, -⟩ := schwarz_counterexample hR
  refine ⟨|C| + 1, hR, ?_⟩
  rw [hff, hgg, hfg, Real.sqrt_mul_self (by norm_num), abs_of_pos (by linarith)]
  linarith [le_abs_self C, abs_nonneg C]

end LinearKernelScreening
```

```lean
#print axioms LinearKernelScreening.schwarz_fails_of_displaced
-- 'LinearKernelScreening.schwarz_fails_of_displaced' depends on axioms: [propext, Classical.choice, Quot.sound]
#print axioms LinearKernelScreening.no_prefactor_repairs_schwarz
-- 'LinearKernelScreening.no_prefactor_repairs_schwarz' depends on axioms: [propext, Classical.choice, Quot.sound]
```

## What the theorems say about densities and kernels

`coupling f g` is the double integral above, with y integrated first, for functions from ℝ to ℝ. Lean assigns the value 0 to the integral of a non-integrable function; `integral_mul_box` proves integrability for the integrands used here, so the stated values are genuine integrals. `box a` is B_a, with both endpoints included. `potential` and `boxLaw` are defined as the closed expressions V_a and L, and separate theorems identify them with integrals. The name `potential` refers to the kernel |x − y|, not to the electrostatic 1/r potential.

`schwarz_counterexample` assumes `1 ≤ R` and states the three couplings, the failed inequality in squared form, and the value and sign of the self-coupling of `box 0 - box R`, a pointwise difference. The value R does need separated or touching boxes: for 0 ≤ R < 1 the coupling exceeds R by (1 − R)³/3.

`schwarz_fails_of_displaced` assumes only `R ≠ 0`. At R = 0 the two boxes coincide, the Schwarz inequality becomes an equality and the difference density vanishes.

`no_prefactor_repairs_schwarz` fixes `C` first and then finds `R`. It rules out a constant factor, but says nothing about a factor that grows with distance.

The step left to the reader is from boxes on a line to products of Gaussians in three dimensions with the kernel |r₁ − r₂|. A physical argument, separate from the checked theorems, points the same way: when two fixed densities with non-zero charges q and q′ are moved far apart, their coupling grows as qq′R while their self-couplings stay constant.

## How Lean carries out the integrals

`hasDerivAt_abs_powers` proves the two derivatives. It splits into u < 0, u = 0 and u > 0; at zero it shows directly that v|v| is small compared with v. The cubic case then uses the product rule.

`integral_mul_box` turns an integral over the whole line against a box into an integral from a to a+1. `integral_kernel_box` and `integral_potential_box` then apply the fundamental theorem of calculus, `integral_eq_sub_of_hasDerivAt`, to the two antiderivatives of the derivation. The chain rule supplies their derivatives, and the equations `e1`, `e2` and `e3` rewrite the endpoint values in terms of b − a. `boxLaw_neg` is the evenness of L.

`coupling_combination` carries the linearity. For arbitrary real coefficients it computes the coupling of two combinations of the same two boxes. Its step `hin` does the inner integral and produces potentials; `hout` integrates those potentials over a single box. Every individual coupling needed later comes from setting coefficients to 0 or 1, and the difference density from the coefficients 1 and −1.

In `schwarz_fails_of_displaced`, the statement `key` is L(s) > 1/3 for s > 0, proved separately for s ≥ 1 and s ≤ 1. Evenness extends it to negative displacements, and `nlinarith` passes from L(R) > 1/3 to the squared inequality. `schwarz_counterexample` evaluates L(R) = R by removing the absolute values, and takes the failed inequality from the preceding theorem. The prefactor theorem inserts R = |C| + 1 into these values and finishes with a linear inequality.
